# Symmetrising a noisy fermionic two-matrix never increases its Frobenius error

Q: After sampling a two-particle density matrix, I average the entries that fermionic symmetry relates by a sign or a complex conjugation, and pass the result to the next stage. Could that averaging take me further from the true matrix?

A: Not in the Frobenius norm, \(\|M\|^2=\sum_{x,y}|M_{xy}|^2\), where \(x\) and \(y\) run over ordered orbital pairs. Let \(A\) be your estimate and \(D\) the true matrix, which is Hermitian and changes sign under \(p\leftrightarrow q\) and under \(r\leftrightarrow s\) in \(D_{pq,rs}\). Let \(S\) swap the orbitals of a pair, and put
\[
P=\tfrac12(1-S),\qquad H=\tfrac12P(A+A^\dagger)P .
\]
Then \(\|A-D\|^2=\|A-H\|^2+\|H-D\|^2\).

Q: Show me by hand.

A: Since \(|a+b|^2=|a|^2+|b|^2+2\,\mathrm{Re}(\bar a b)\), summing over entries gives
\[
\|X+Y\|^2=\|X\|^2+\|Y\|^2+2\,\mathrm{Re}\,\mathrm{tr}(X^\dagger Y).
\]
With \(X=A-H\) and \(Y=K=H-D\), the cross term has to vanish. As \(S^\dagger=S\) and \(S^2=1\), we have \(P^\dagger=P=P^2\). So \(H\) is Hermitian and \(PH=H=HP\), which is antisymmetry in both pairs. \(K\) inherits these properties, and cyclicity of the trace gives
\[
\mathrm{tr}(HK)=\tfrac12\mathrm{tr}\big((A+A^\dagger)PKP\big)=\tfrac12\mathrm{tr}(AK)+\tfrac12\mathrm{tr}(A^\dagger K).
\]
Because \(K\) is Hermitian, \(\mathrm{tr}(A^\dagger K)=\overline{\mathrm{tr}(AK)}\), so the two traces have equal real parts. Hence \(\mathrm{Re}\,\mathrm{tr}(HK)=\mathrm{Re}\,\mathrm{tr}(A^\dagger K)\), and the cross term is zero.

Q: Try it on numbers.

A: Take two spin-orbitals, both occupied. On the pairs \((12),(21)\), with all other entries zero, let
\[
D=\begin{pmatrix}1&-1\\-1&1\end{pmatrix},\quad
A=\begin{pmatrix}1.4+0.2i&-1\\-0.8&1.2\end{pmatrix},\quad
H=\begin{pmatrix}1.1&-1.1\\-1.1&1.1\end{pmatrix}.
\]
Here \(1.1=(1.4+1+0.8+1.2)/4\). The squared distances are \(\|A-D\|^2=0.28\), \(\|A-H\|^2=0.24\) and \(\|H-D\|^2=0.04\). The total error falls, although the entry \(-1\), which was exact, has moved to \(-1.1\).

Q: Now the formal version. What is an orbital there?

A: An element of a type `n`, finite wherever sums are taken. Read it as a spin-orbital: a spin-summed two-matrix over spatial orbitals generally lacks this antisymmetry.

```lean
import Mathlib

open Matrix

namespace TwoMatrixSymmetrisation

noncomputable section

variable {n : Type*}
```

Q: And the error measure?

A: It is the squared norm above, with no square root and no normalisation by particle number.

```lean
/-- The squared Frobenius norm of a matrix on orbital pairs: the sum of the squared moduli of
its entries. -/
def frobSq [Fintype n] (M : Matrix (n × n) (n × n) ℂ) : ℝ :=
  ∑ x, ∑ y, ‖M x y‖ ^ 2
```

Q: How is fermionic antisymmetry expressed?

A: As two sign rules on the entries, one for the row pair and one for the column pair. Hermiticity is a separate hypothesis, `IsHermitian`.

```lean
/-- Antisymmetry in both pairs: the entry changes sign when the two row orbitals are exchanged,
and when the two column orbitals are exchanged. -/
def PairAntisymm (D : Matrix (n × n) (n × n) ℂ) : Prop :=
  (∀ p q x, D (q, p) x = -D (p, q) x) ∧ (∀ x r s, D x (s, r) = -D x (r, s))
```

Q: Does `exchange` have anything to do with exchange integrals?

A: No, it is the permutation matrix \(S\). The next definition is \(P\).

```lean
/-- The swap matrix, which exchanges the two orbitals of a pair. -/
def exchange (n : Type*) [DecidableEq n] : Matrix (n × n) (n × n) ℂ :=
  Matrix.of fun x y => if y = x.swap then 1 else 0

/-- The antisymmetriser `P = (1 - swap) / 2` on orbital pairs. -/
def antisymmetriser (n : Type*) [DecidableEq n] : Matrix (n × n) (n × n) ℂ :=
  (1 / 2 : ℂ) • (1 - exchange n)
```

The name `symmetrise` also needs care: it restores the required symmetries, so it antisymmetrises within each pair. `ᴴ` is the adjoint, and `symmetrise A` is \(H\).

```lean
/-- The symmetrised two-matrix `H = P (A + Aᴴ) P / 2` of a noisy matrix `A`, where `Aᴴ` is the
adjoint of `A`. -/
def symmetrise [Fintype n] [DecidableEq n] (A : Matrix (n × n) (n × n) ℂ) :
    Matrix (n × n) (n × n) ℂ :=
  (1 / 2 : ℂ) • (antisymmetriser n * (A + Aᴴ) * antisymmetriser n)
```

Q: Where does the proof start?

A: With the expansion of the norm. The trace is written as a double sum, and the identity is then checked entry by entry in real and imaginary parts.

```lean
section Frobenius

variable [Fintype n]

/-- The squared Frobenius norm of a sum is the sum of the squared norms plus twice the real part
of the trace overlap. -/
theorem frobSq_add (X Y : Matrix (n × n) (n × n) ℂ) :
    frobSq (X + Y) = frobSq X + frobSq Y + 2 * (trace (Xᴴ * Y)).re := by
  have h : (trace (Xᴴ * Y)).re = ∑ x, ∑ y, (star (X x y) * Y x y).re := by
    rw [Finset.sum_comm]
    simp only [Matrix.trace, Matrix.diag_apply, Matrix.mul_apply,
      Matrix.conjTranspose_apply, Complex.re_sum]
  rw [h]
  simp only [frobSq, Finset.mul_sum, ← Finset.sum_add_distrib]
  refine Finset.sum_congr rfl fun x _ => Finset.sum_congr rfl fun y _ => ?_
  simp only [Matrix.add_apply, Complex.sq_norm, Complex.normSq_apply, Complex.add_re,
    Complex.add_im, Complex.mul_re, Complex.star_def, Complex.conj_re, Complex.conj_im]
  ring
```

Two facts about the norm serve the later inequalities: it is nonnegative, and it vanishes only for the zero matrix.

```lean
/-- The squared Frobenius norm is nonnegative. -/
lemma frobSq_nonneg (M : Matrix (n × n) (n × n) ℂ) : 0 ≤ frobSq M := by
  unfold frobSq
  positivity

/-- A matrix with vanishing Frobenius norm is zero. -/
lemma eq_zero_of_frobSq {M : Matrix (n × n) (n × n) ℂ} (h : frobSq M = 0) : M = 0 := by
  unfold frobSq at h
  ext x y
  have h1 : ∀ x ∈ (Finset.univ : Finset (n × n)), 0 ≤ ∑ y, ‖M x y‖ ^ 2 :=
    fun x _ => by positivity
  have h2 : ∀ y ∈ (Finset.univ : Finset (n × n)), 0 ≤ ‖M x y‖ ^ 2 :=
    fun y _ => by positivity
  have hx := (Finset.sum_eq_zero_iff_of_nonneg h1).1 h x (Finset.mem_univ x)
  have hy := (Finset.sum_eq_zero_iff_of_nonneg h2).1 hx y (Finset.mem_univ y)
  simpa using hy

end Frobenius
```

Q: Does the matrix \(P\) really do what the sign rules say?

A: The next two lemmas compute its action. From the left it gives \((PM)_{pq,rs}=\tfrac12(M_{pq,rs}-M_{qp,rs})\), and from the right it does the same to the column pair.

```lean
variable [Fintype n] [DecidableEq n]

/-- Acting from the left, `P` antisymmetrises the row pair. -/
lemma antisymmetriser_mul_apply (M : Matrix (n × n) (n × n) ℂ) (x y : n × n) :
    (antisymmetriser n * M) x y = (M x y - M x.swap y) / 2 := by
  have h : (exchange n * M) x y = M x.swap y := by
    simp [exchange, Matrix.mul_apply]
  rw [antisymmetriser, Matrix.smul_mul, Matrix.sub_mul, Matrix.one_mul, Matrix.smul_apply,
    Matrix.sub_apply, h, smul_eq_mul]
  ring

/-- Acting from the right, `P` antisymmetrises the column pair. -/
lemma mul_antisymmetriser_apply (M : Matrix (n × n) (n × n) ℂ) (x y : n × n) :
    (M * antisymmetriser n) x y = (M x y - M x y.swap) / 2 := by
  have hs : ∀ z : n × n, y = z.swap ↔ z = y.swap := fun z => by
    constructor <;> rintro rfl <;> simp
  have h : (M * exchange n) x y = M x y.swap := by
    simp [exchange, Matrix.mul_apply, hs]
  rw [antisymmetriser, Matrix.mul_smul, Matrix.mul_sub, Matrix.mul_one, Matrix.smul_apply,
    Matrix.sub_apply, h, smul_eq_mul]
  ring
```

The sign rules are therefore equivalent to \(PD=D\) and \(DP=D\). For the converse, `linear_combination` solves \(\tfrac12(M_{pq,rs}-M_{qp,rs})=M_{pq,rs}\) for the swapped entry.

```lean
/-- A matrix is antisymmetric in both pairs exactly when `P` leaves it unchanged from the left
and from the right. -/
theorem pairAntisymm_iff (D : Matrix (n × n) (n × n) ℂ) :
    PairAntisymm D ↔ antisymmetriser n * D = D ∧ D * antisymmetriser n = D := by
  constructor
  · rintro ⟨h1, h2⟩
    constructor
    · ext ⟨p, q⟩ y
      rw [antisymmetriser_mul_apply, Prod.swap_prod_mk, h1 p q y]
      ring
    · ext x ⟨r, s⟩
      rw [mul_antisymmetriser_apply, Prod.swap_prod_mk, h2 x r s]
      ring
  · rintro ⟨h1, h2⟩
    constructor
    · intro p q x
      have t : (antisymmetriser n * D) (p, q) x = D (p, q) x := by rw [h1]
      rw [antisymmetriser_mul_apply, Prod.swap_prod_mk] at t
      linear_combination (-2) * t
    · intro x r s
      have t : (D * antisymmetriser n) x (r, s) = D x (r, s) := by rw [h2]
      rw [mul_antisymmetriser_apply, Prod.swap_prod_mk] at t
      linear_combination (-2) * t
```

Q: My code averages entries and never builds \(P\).

A: Then this is the formula to compare with it: eight signed terms, four from \(A\) and four conjugated, where `star` is complex conjugation.

```lean
/-- The working formula: each entry of the symmetrised matrix is a signed average of eight terms,
four entries of `A` and the complex conjugates of the four entries with the row and column pairs
exchanged. -/
theorem symmetrise_apply (A : Matrix (n × n) (n × n) ℂ) (p q r s : n) :
    symmetrise A (p, q) (r, s) =
      (A (p, q) (r, s) - A (q, p) (r, s) - A (p, q) (s, r) + A (q, p) (s, r)
        + star (A (r, s) (p, q)) - star (A (r, s) (q, p))
        - star (A (s, r) (p, q)) + star (A (s, r) (q, p))) / 8 := by
  simp only [symmetrise, Matrix.smul_apply, mul_antisymmetriser_apply,
    antisymmetriser_mul_apply, Matrix.add_apply, Matrix.conjTranspose_apply,
    Prod.swap_prod_mk, smul_eq_mul]
  ring
```

By hand I used \(P^2=P\) to show that \(H\) has the right symmetries. The Lean proof reads them off this formula instead, since each exchange of indices only permutes the eight terms, up to sign or conjugation.

```lean
/-- The symmetrised matrix is Hermitian and antisymmetric in both pairs. -/
theorem symmetrise_admissible (A : Matrix (n × n) (n × n) ℂ) :
    (symmetrise A).IsHermitian ∧ PairAntisymm (symmetrise A) := by
  refine ⟨?_, ?_, ?_⟩
  · change (symmetrise A)ᴴ = symmetrise A
    ext ⟨p, q⟩ ⟨r, s⟩
    rw [Matrix.conjTranspose_apply, symmetrise_apply, symmetrise_apply]
    simp only [Complex.star_def, map_div₀, map_add, map_sub, Complex.conj_conj, map_ofNat]
    ring
  · rintro p q ⟨r, s⟩
    rw [symmetrise_apply, symmetrise_apply]
    ring
  · rintro ⟨p, q⟩ r s
    rw [symmetrise_apply, symmetrise_apply]
    ring
```

Q: Call a matrix admissible if it is Hermitian and antisymmetric in both pairs. So \(A-H\) is orthogonal to every admissible \(K\)?

A: Only in the real part, and that is where the derivation can go wrong. In the example, \(\mathrm{tr}((A-H)^\dagger D)=-0.2i\), which is not zero. The theorem accordingly carries `.re`. In its proof, `hadj` is the conjugation step, `hproj` removes both projectors by cyclicity, and `key` combines the real parts.

```lean
/-- The part of `A` removed by symmetrisation is orthogonal, in the real trace overlap, to every
Hermitian matrix antisymmetric in both pairs. -/
theorem residual_orthogonal (A K : Matrix (n × n) (n × n) ℂ) (hK : K.IsHermitian)
    (hP : PairAntisymm K) : (trace ((A - symmetrise A)ᴴ * K)).re = 0 := by
  obtain ⟨h1, h2⟩ := (pairAntisymm_iff K).1 hP
  -- hermiticity of K: A and its adjoint have the same real overlap with K
  have hadj : (trace (A * K)).re = (trace (Aᴴ * K)).re := by
    have e : trace (Aᴴ * K) = star (trace (A * K)) := by
      rw [← Matrix.trace_conjTranspose, Matrix.conjTranspose_mul, hK.eq,
        Matrix.trace_mul_comm]
    rw [e, Complex.star_def, Complex.conj_re]
  -- antisymmetry of K: both projectors are absorbed under the trace
  have hproj : trace (antisymmetriser n * (A + Aᴴ) * antisymmetriser n * K)
      = trace ((A + Aᴴ) * K) := by
    rw [Matrix.mul_assoc (antisymmetriser n * (A + Aᴴ)) (antisymmetriser n) K, h1,
      Matrix.mul_assoc, Matrix.trace_mul_comm, Matrix.mul_assoc, h2]
  have key : ∀ z w : ℂ, w.re = z.re → (z - (1 / 2 : ℂ) • (w + z)).re = 0 := by
    intro z w h
    have half : (1 / 2 : ℂ) = ((1 / 2 : ℝ) : ℂ) := by norm_num
    rw [smul_eq_mul, half, Complex.sub_re, Complex.re_ofReal_mul, Complex.add_re, h]
    ring
  rw [Matrix.conjTranspose_sub, (symmetrise_admissible A).1.eq, Matrix.sub_mul,
    Matrix.trace_sub, symmetrise, Matrix.smul_mul, Matrix.trace_smul, hproj,
    Matrix.add_mul, Matrix.trace_add]
  exact key _ _ hadj
```

The identity follows with \(K=H-D\), once \(K\) is shown to be admissible.

```lean
/-- For every Hermitian `D` antisymmetric in both pairs, the squared error of `A` is the squared
size of the part removed by symmetrisation plus the squared error of the symmetrised matrix. -/
theorem error_pythagoras (A D : Matrix (n × n) (n × n) ℂ) (hD : D.IsHermitian)
    (hP : PairAntisymm D) :
    frobSq (A - D) = frobSq (A - symmetrise A) + frobSq (symmetrise A - D) := by
  obtain ⟨hH, hA⟩ := symmetrise_admissible A
  have hK : PairAntisymm (symmetrise A - D) := by
    constructor
    · intro p q x
      rw [Matrix.sub_apply, Matrix.sub_apply, hA.1 p q x, hP.1 p q x]
      ring
    · intro x r s
      rw [Matrix.sub_apply, Matrix.sub_apply, hA.2 x r s, hP.2 x r s]
      ring
  have h := frobSq_add (A - symmetrise A) (symmetrise A - D)
  rw [sub_add_sub_cancel, residual_orthogonal A _ (hH.sub hD) hK] at h
  linarith
```

Q: And when does symmetrising gain nothing?

A: Exactly when \(A\) was already Hermitian and antisymmetric in both pairs. If the errors agree, then \(\|A-H\|^2=0\), so \(A=H\). Conversely, if \(A\) is admissible, putting \(D=A\) in the identity gives \(0=\|A-H\|^2+\|H-A\|^2\).

```lean
/-- Symmetrising never increases the error with respect to a Hermitian `D` antisymmetric in both
pairs, and leaves it unchanged exactly when `A` already was Hermitian and antisymmetric in both
pairs. -/
theorem symmetrise_error_le (A D : Matrix (n × n) (n × n) ℂ) (hD : D.IsHermitian)
    (hP : PairAntisymm D) :
    frobSq (symmetrise A - D) ≤ frobSq (A - D) ∧
      (frobSq (symmetrise A - D) = frobSq (A - D) ↔ A.IsHermitian ∧ PairAntisymm A) := by
  have h := error_pythagoras A D hD hP
  have h0 := frobSq_nonneg (A - symmetrise A)
  refine ⟨by linarith, fun he => ?_, fun hA => ?_⟩
  · have e : A = symmetrise A := sub_eq_zero.1 (eq_zero_of_frobSq (by linarith))
    rw [e]
    exact symmetrise_admissible A
  · -- compare A with itself: the removed part must vanish
    have h' := error_pythagoras A A hA.1 hA.2
    have hz : frobSq (A - A) = 0 := by simp [frobSq]
    have h1 := frobSq_nonneg (symmetrise A - A)
    linarith
```

The same identity shows that \(H\) is the unique nearest admissible matrix: if \(D\) is at least as close to \(A\), then \(\|H-D\|^2\) must vanish.

```lean
/-- The symmetrised matrix is the only nearest one: a Hermitian `D` antisymmetric in both pairs
that is at least as close to `A` equals it. -/
theorem nearest_unique (A D : Matrix (n × n) (n × n) ℂ) (hD : D.IsHermitian)
    (hP : PairAntisymm D) (hle : frobSq (A - D) ≤ frobSq (A - symmetrise A)) :
    D = symmetrise A := by
  have h := error_pythagoras A D hD hP
  have h0 := frobSq_nonneg (symmetrise A - D)
  exact (sub_eq_zero.1 (eq_zero_of_frobSq (by linarith))).symm

end

end TwoMatrixSymmetrisation
```

```lean
#print axioms TwoMatrixSymmetrisation.symmetrise_error_le
#print axioms TwoMatrixSymmetrisation.nearest_unique
```

```
'TwoMatrixSymmetrisation.symmetrise_error_le' depends on axioms: [propext, Classical.choice, Quot.sound]
'TwoMatrixSymmetrisation.nearest_unique' depends on axioms: [propext, Classical.choice, Quot.sound]
```

Q: I still see no electrons. Where is the wavefunction?

A: There is none. That your true matrix \(D_{pq,rs}=\langle a_p^\dagger a_q^\dagger a_s a_r\rangle\) satisfies the two hypotheses comes from the anticommutation relations and the hermiticity of the state's density operator; here it is assumed. Nothing is assumed about the noise, so the inequality holds for each individual sample.

Q: Then is \(H\) a physical two-matrix?

A: Not necessarily. It can have negative eigenvalues or the wrong trace, and N-representability asks for more still. For electronic-structure work in a finite spin-orbital basis, the result supports symmetrising a sampled two-matrix as a clean-up step that is safe in Frobenius error.
